# The sum over rows of k + 1 points, each weighted by 1/(k + 1)², diverges

Take an infinite array of points whose rows are numbered k = 0, 1, 2, …, with k + 1 points in row k, and give each point of that row the weight 1/(k + 1)². The declaration `wedge_not_summable` states that these weights, taken over all points of the array, have no finite sum. It is a statement about the weights alone, with no Hamiltonian or quantum state in it. The attempt supposes that the sum converges, so that the row totals must be summable too, and computes each total as 1/(k + 1). These totals form the harmonic series, which diverges, and that is the contradiction.

This version doesn't compile in Lean 4 with Mathlib:

```lean
import Mathlib

open Finset Complex
open scoped Real

namespace WedgeNotSummable

noncomputable section

/-- Rows of `k + 1` points, each point weighted by `1/(k + 1)²`, have a divergent sum. -/
theorem wedge_not_summable :
    ¬ Summable (fun p : Σ k : ℕ, Fin (k + 1) => 1 / ((p.1 : ℝ) + 1) ^ 2) := by
  intro h
  have h1 : Summable (fun k : ℕ => 1 / (((k + 1 : ℕ) : ℝ))) := by
    refine h.sigma.congr fun k => ?_
    rw [tsum_fintype, Finset.sum_const, Finset.card_univ, Fintype.card_fin, nsmul_eq_mul]
    have hk : (k : ℝ) + 1 ≠ 0 := by positivity
    push_cast
    field_simp
  exact Real.not_summable_one_div_natCast
    ((summable_nat_add_iff (f := fun n : ℕ => 1 / (n : ℝ)) 1).1 h1)

end

end WedgeNotSummable
```

Compiling this gives:

```
Main.lean:16:22: error: Tactic `rewrite` failed: Did not find an occurrence of the pattern
  ∑ _x ∈ ?m.102, ?b
in the target expression
  ∑ b, 1 / (↑⟨k, b⟩.fst + 1) ^ 2 = 1 / ↑(k + 1)

h : Summable fun p => 1 / (↑p.fst + 1) ^ 2
k : ℕ
⊢ ∑ b, 1 / (↑⟨k, b⟩.fst + 1) ^ 2 = 1 / ↑(k + 1)
```

Diagnosis. The error comes at `Finset.sum_const`, the lemma for summing a constant over a finite set. The rewrite with `tsum_fintype` before it has succeeded, and has left the summand `1 / (↑⟨k, b⟩.fst + 1) ^ 2`. Its value doesn't depend on `b`, since the first component of `⟨k, b⟩` is `k`, but as written it still contains `b`, the variable of summation. The pattern's `?b` stands for a term free of that variable, and `rw` did not reduce the projection to obtain one, so it found no match.

The added `change` line restates the goal with `k` in place of the projection. Lean accepts this because the two forms are equal by definition. The summand is now visibly constant, so after `tsum_fintype` the rewrite with `Finset.sum_const` applies, and the rest of the proof goes through as it stood.

The mended proof, as a diff:

```diff
@@ -14,4 +14,5 @@
   have h1 : Summable (fun k : ℕ => 1 / (((k + 1 : ℕ) : ℝ))) := by
     refine h.sigma.congr fun k => ?_
+    change ∑' _j : Fin (k + 1), 1 / ((k : ℝ) + 1) ^ 2 = 1 / ((k + 1 : ℕ) : ℝ)
     rw [tsum_fintype, Finset.sum_const, Finset.card_univ, Fintype.card_fin, nsmul_eq_mul]
     have hk : (k : ℝ) + 1 ≠ 0 := by positivity
```
